# Existence and uniqueness of the Rayleigh–Schrödinger corrections for a non-degenerate level

Let $\iota$ be a finite set of basis labels, $i_0\in\iota$ the reference label with basis vector $e_{i_0}$, $H_0=\mathrm{diag}(d)$ with complex entries $d_i$, and $V$ any complex matrix on $\iota$. The corrections are numbers $E_n$ and vectors $\psi_n$, $n\ge 0$, with components $\psi_n(i)$, that solve $(H_0+\lambda V)\psi=E\psi$ order by order in $\lambda$ under the conventions $E_0=d_{i_0}$, $\psi_0=e_{i_0}$ and $\psi_n(i_0)=0$ for $n\ge1$ (intermediate normalisation). If $d_i\ne d_{i_0}$ for every $i\ne i_0$, exactly one such pair of sequences exists.

```lean
import Mathlib

open Matrix

namespace RayleighSchroedingerOrders

noncomputable section

variable {ι : Type*} [Fintype ι] [DecidableEq ι]

/-- The unperturbed reference state: the basis vector at index `i0`. -/
def refState (i0 : ι) : ι → ℂ := Pi.single i0 1

/-- The equation of order `n + 1` for `H0 = diag d` and perturbation `V`:
`H0 ψ_{n+1} + V ψ_n = ∑_{k=0}^{n+1} E_k ψ_{n+1-k}`. -/
def OrderEq (d : ι → ℂ) (V : Matrix ι ι ℂ) (E : ℕ → ℂ) (ψ : ℕ → ι → ℂ) (n : ℕ) : Prop :=
  diagonal d *ᵥ ψ (n + 1) + V *ᵥ ψ n = ∑ k ∈ Finset.range (n + 2), E k • ψ (n + 1 - k)

/-- Energy and state corrections that start from the reference level, obey intermediate
normalisation and solve the equations of every order. -/
structure IsRSSeries (d : ι → ℂ) (V : Matrix ι ι ℂ) (i0 : ι) (E : ℕ → ℂ)
    (ψ : ℕ → ι → ℂ) : Prop where
  state_zero : ψ 0 = refState i0
  energy_zero : E 0 = d i0
  normalized : ∀ n, 1 ≤ n → ψ n i0 = 0
  order_zero : diagonal d *ᵥ ψ 0 = E 0 • ψ 0
  order : ∀ n, OrderEq d V E ψ n

/-- State corrections built recursively, each component off the reference index being
divided by the energy denominator `d i0 - d i`. -/
def rsState (d : ι → ℂ) (V : Matrix ι ι ℂ) (i0 : ι) : ℕ → ι → ℂ
  | 0 => refState i0
  | n + 1 => fun i => if i = i0 then 0 else
      ((V *ᵥ rsState d V i0 n) i - ∑ k : Fin (n + 1),
        (V *ᵥ rsState d V i0 k) i0 * rsState d V i0 (n - k) i) / (d i0 - d i)
termination_by n => n
decreasing_by all_goals omega

/-- Energy corrections: `E_0 = d i0` and `E_{n+1}` the reference component of `V ψ_n`. -/
def rsEnergy (d : ι → ℂ) (V : Matrix ι ι ℂ) (i0 : ι) : ℕ → ℂ
  | 0 => d i0
  | n + 1 => (V *ᵥ rsState d V i0 n) i0

variable {d : ι → ℂ} {V : Matrix ι ι ℂ} {E E' : ℕ → ℂ} {ψ ψ' : ℕ → ι → ℂ}

/-- With `E_0 = d i0`, the equation of order `n + 1` is equivalent to its component form
`(d i0 - d i) ψ_{n+1}(i) = (V ψ_n)(i) - ∑_{k=0}^{n} E_{k+1} ψ_{n-k}(i)`. -/
theorem order_iff (i0 : ι) (hE : E 0 = d i0) (n : ℕ) :
    OrderEq d V E ψ n ↔ ∀ i, (d i0 - d i) * ψ (n + 1) i =
      (V *ᵥ ψ n) i - ∑ k ∈ Finset.range (n + 1), E (k + 1) * ψ (n - k) i := by
  unfold OrderEq
  rw [Finset.sum_range_succ' _ (n + 1), funext_iff]
  refine forall_congr' fun i => ?_
  simp only [Pi.add_apply, mulVec_diagonal, Finset.sum_apply, Pi.smul_apply, smul_eq_mul,
    Nat.sub_zero, Nat.add_sub_add_right, hE]
  constructor <;> intro h <;> linear_combination -h

omit [Fintype ι] in
/-- Under intermediate normalisation the reference component of
`∑_{k=0}^{n} E_{k+1} ψ_{n-k}` equals `E_{n+1}`. -/
theorem sum_ref {i0 : ι} (h0 : ψ 0 = refState i0) (hn : ∀ n, 1 ≤ n → ψ n i0 = 0) (n : ℕ) :
    ∑ k ∈ Finset.range (n + 1), E (k + 1) * ψ (n - k) i0 = E (n + 1) := by
  rw [Finset.sum_range_succ, Finset.sum_eq_zero]
  · simp [h0, refState]
  · intro k hk
    have := Finset.mem_range.mp hk
    rw [hn (n - k) (by omega), mul_zero]

/-- In any solution, `E_{n+1}` is the reference component of `V ψ_n`. -/
theorem energy_eq {i0 : ι} (h : IsRSSeries d V i0 E ψ) (n : ℕ) :
    E (n + 1) = (V *ᵥ ψ n) i0 := by
  have h1 := (order_iff i0 h.energy_zero n).1 (h.order n) i0
  rw [sum_ref h.state_zero h.normalized] at h1
  linear_combination h1

/-- For a non-degenerate reference level, two solutions agree at every order. -/
theorem series_unique {i0 : ι} (hd : ∀ i, i ≠ i0 → d i ≠ d i0)
    (h : IsRSSeries d V i0 E ψ) (h' : IsRSSeries d V i0 E' ψ') : E = E' ∧ ψ = ψ' := by
  have hψ : ∀ n, ψ n = ψ' n := by
    intro n
    induction n using Nat.strong_induction_on with
    | _ n ih =>
      cases n with
      | zero => rw [h.state_zero, h'.state_zero]
      | succ n =>
        funext i
        by_cases hi : i = i0
        · rw [hi, h.normalized (n + 1) (by omega), h'.normalized (n + 1) (by omega)]
        · -- cancel the energy denominator; the right side involves lower orders only
          apply mul_left_cancel₀ (sub_ne_zero.mpr (hd i hi).symm)
          rw [(order_iff i0 h.energy_zero n).1 (h.order n) i,
            (order_iff i0 h'.energy_zero n).1 (h'.order n) i, ih n (by omega)]
          congr 1
          refine Finset.sum_congr rfl fun k hk => ?_
          have := Finset.mem_range.mp hk
          rw [energy_eq h k, energy_eq h' k, ih k (by omega), ih (n - k) (by omega)]
  refine ⟨funext fun n => ?_, funext hψ⟩
  cases n with
  | zero => rw [h.energy_zero, h'.energy_zero]
  | succ n => rw [energy_eq h n, energy_eq h' n, hψ n]

/-- For a non-degenerate reference level, the recursively built corrections are a
solution. -/
theorem rs_isSeries (V : Matrix ι ι ℂ) {i0 : ι} (hd : ∀ i, i ≠ i0 → d i ≠ d i0) :
    IsRSSeries d V i0 (rsEnergy d V i0) (rsState d V i0) := by
  have h0 : rsState d V i0 0 = refState i0 := by rw [rsState]
  have hs : ∀ n i, rsState d V i0 (n + 1) i = if i = i0 then 0 else
      ((V *ᵥ rsState d V i0 n) i - ∑ k ∈ Finset.range (n + 1),
        rsEnergy d V i0 (k + 1) * rsState d V i0 (n - k) i) / (d i0 - d i) := by
    intro n i
    rw [Finset.sum_range, rsState]
    all_goals rfl
  have hn : ∀ n, 1 ≤ n → rsState d V i0 n i0 = 0 := by
    intro n hn
    obtain ⟨m, rfl⟩ : ∃ m, n = m + 1 := ⟨n - 1, by omega⟩
    rw [hs, if_pos rfl]
  have hE : rsEnergy d V i0 0 = d i0 := rfl
  refine ⟨h0, hE, hn, ?_, fun n => (order_iff i0 hE n).2 fun i => ?_⟩
  · funext i
    rw [mulVec_diagonal, h0, hE]
    by_cases hi : i = i0
    · simp [hi]
    · simp [refState, hi]
  · by_cases hi : i = i0
    · -- the reference component is the definition of the energy correction
      rw [hi, sum_ref h0 hn]
      simp [rsEnergy]
    · have hne : d i0 - d i ≠ 0 := sub_ne_zero.mpr (hd i hi).symm
      have hc : ∀ x : ℂ, (d i0 - d i) * (x / (d i0 - d i)) = x := fun x => by field_simp
      rw [hs, if_neg hi, hc]

/-- Main result: for a non-degenerate reference level of `H0 = diag d` and any complex `V`,
exactly one pair of sequences solves all order equations in intermediate normalisation. -/
theorem existsUnique_series (V : Matrix ι ι ℂ) {i0 : ι} (hd : ∀ i, i ≠ i0 → d i ≠ d i0) :
    ∃! p : (ℕ → ℂ) × (ℕ → ι → ℂ), IsRSSeries d V i0 p.1 p.2 := by
  refine ⟨(rsEnergy d V i0, rsState d V i0), rs_isSeries V hd, fun p hp => ?_⟩
  have h := series_unique hd hp (rs_isSeries V hd)
  exact Prod.ext h.1 h.2

/-- If another level `j` is degenerate with the reference level and `V j i0 ≠ 0`, there is
no solution. -/
theorem no_series_of_degenerate {i0 j : ι} (hj : j ≠ i0) (hdj : d j = d i0)
    (hV : V j i0 ≠ 0) : ¬ IsRSSeries d V i0 E ψ := by
  intro h
  have h1 := (order_iff i0 h.energy_zero 0).1 (h.order 0) j
  have hW : (V *ᵥ refState i0) j = V j i0 := by
    simp [refState, mulVec, dotProduct, Pi.single_apply]
  have hz : refState i0 j = 0 := by simp [refState, hj]
  simp only [zero_add, Finset.sum_range_one, Nat.sub_self, h.state_zero, hW, hz, hdj,
    sub_self, zero_mul, mul_zero, sub_zero] at h1
  exact hV h1.symm

/-- The order equations, started from the reference level and in intermediate normalisation,
have exactly one solution for every perturbation `V` if and only
if the reference level is non-degenerate. -/
theorem existsUnique_iff_nondegenerate (d : ι → ℂ) (i0 : ι) :
    (∀ V : Matrix ι ι ℂ, ∃! p : (ℕ → ℂ) × (ℕ → ι → ℂ), IsRSSeries d V i0 p.1 p.2) ↔
      ∀ i, i ≠ i0 → d i ≠ d i0 := by
  refine ⟨fun h j hj hdj => ?_, fun hd V => existsUnique_series V hd⟩
  obtain ⟨p, hp, -⟩ := h (Matrix.of fun _ _ => 1)
  exact no_series_of_degenerate hj hdj (by simp) hp

/-- For a non-degenerate reference level, scaling the perturbation by `c` scales the
corrections `E_n` and `ψ_n` by `c ^ n`. -/
theorem series_smul {i0 : ι} (hd : ∀ i, i ≠ i0 → d i ≠ d i0) (c : ℂ)
    (h : IsRSSeries d V i0 E ψ) (h' : IsRSSeries d (c • V) i0 E' ψ') (n : ℕ) :
    E' n = c ^ n * E n ∧ ψ' n = c ^ n • ψ n := by
  have hE : (fun n => c ^ n * E n) 0 = d i0 := by simp [h.energy_zero]
  -- the rescaled sequences solve the equations for `c • V`
  have hc : IsRSSeries d (c • V) i0 (fun n => c ^ n * E n) (fun n => c ^ n • ψ n) := by
    refine ⟨by simp [h.state_zero], hE, fun m hm => by simp [h.normalized m hm],
      by simpa using h.order_zero,
      fun m => (order_iff (E := fun n => c ^ n * E n) i0 hE m).2 fun i => ?_⟩
    have h1 := (order_iff i0 h.energy_zero m).1 (h.order m) i
    have hW : ((c • V) *ᵥ (c ^ m • ψ m)) i = c ^ (m + 1) * (V *ᵥ ψ m) i := by
      simp only [mulVec, dotProduct, Matrix.smul_apply, Pi.smul_apply, smul_eq_mul,
        Finset.mul_sum]
      exact Finset.sum_congr rfl fun k _ => by ring
    have hS : ∑ k ∈ Finset.range (m + 1), c ^ (k + 1) * E (k + 1) * (c ^ (m - k) * ψ (m - k) i)
        = c ^ (m + 1) * ∑ k ∈ Finset.range (m + 1), E (k + 1) * ψ (m - k) i := by
      rw [Finset.mul_sum]
      refine Finset.sum_congr rfl fun k hk => ?_
      have := Finset.mem_range.mp hk
      have hp : c ^ (m + 1) = c ^ (k + 1) * c ^ (m - k) := by
        rw [← pow_add]; congr 1; omega
      rw [hp]; ring
    show (d i0 - d i) * (c ^ (m + 1) * ψ (m + 1) i) = ((c • V) *ᵥ (c ^ m • ψ m)) i -
      ∑ k ∈ Finset.range (m + 1), c ^ (k + 1) * E (k + 1) * (c ^ (m - k) * ψ (m - k) i)
    rw [hW, hS]
    linear_combination c ^ (m + 1) * h1
  have hu := series_unique hd h' hc
  exact ⟨congrFun hu.1 n, congrFun hu.2 n⟩

end

end RayleighSchroedingerOrders
```
```lean
#print axioms RayleighSchroedingerOrders.existsUnique_series
#print axioms RayleighSchroedingerOrders.existsUnique_iff_nondegenerate
#print axioms RayleighSchroedingerOrders.series_smul
```

```
'RayleighSchroedingerOrders.existsUnique_series' depends on axioms: [propext, Classical.choice, Quot.sound]
'RayleighSchroedingerOrders.existsUnique_iff_nondegenerate' depends on axioms: [propext, Classical.choice, Quot.sound]
'RayleighSchroedingerOrders.series_smul' depends on axioms: [propext, Classical.choice, Quot.sound]
```

## What the file states

`refState i0` is $e_{i_0}$, `diagonal d` is $H_0$ and `*ᵥ` is the matrix–vector product. `OrderEq d V E ψ n` is the equation of order $n+1$, not $n$:
$$H_0\psi_{n+1}+V\psi_n=\sum_{k=0}^{n+1}E_k\,\psi_{n+1-k}.$$
`IsRSSeries` collects the three conventions, the order-zero equation $H_0\psi_0=E_0\psi_0$ and all higher equations. The hypothesis `hd` says $d_i\ne d_{i_0}$ for $i\ne i_0$; the other levels may be degenerate among themselves.

Under `hd`, `existsUnique_series` gives exactly one pair of sequences for every $V$. `no_series_of_degenerate` says there is no solution if some $j\ne i_0$ has $d_j=d_{i_0}$ and $V_{j i_0}\neq0$. `existsUnique_iff_nondegenerate` says that unique solvability for all $V$ is equivalent to `hd`; it does not classify individual $V$ at a degenerate level. `series_smul` says that under `hd`, replacing $V$ by $cV$, for any complex $c$, multiplies $E_n$ and $\psi_n$ by $c^n$.

## The physics encoded

With a coupling parameter $\lambda$, insert $E(\lambda)=\sum_n\lambda^nE_n$ and $\psi(\lambda)=\sum_n\lambda^n\psi_n$ into $(H_0+\lambda V)\psi=E\psi$. The coefficient of $\lambda^{n+1}$ on the left is $H_0\psi_{n+1}+V\psi_n$, and on the right it is the Cauchy product above. The file starts from these coefficient equations: $\lambda$ never appears, and nothing is stated about convergence or about eigenvalues of $H_0+\lambda V$. The space is finite-dimensional and $H_0$ is given in its eigenbasis. Neither real $d$ nor Hermitian $V$ is assumed, and reality of $E_n$ is not claimed.

The result bears on Møller–Plesset theory, where in a finite basis of determinants of canonical orbitals $H_0$ is diagonal, so that a non-degenerate reference determinant has well-defined corrections at every order, whether or not their sum converges.

## Derivation

Take component $i$ of the order-$(n+1)$ equation, using $(H_0\psi_{n+1})(i)=d_i\psi_{n+1}(i)$. Split off the $k=0$ term $d_{i_0}\psi_{n+1}(i)$ on the right and shift $k\to k+1$ in the rest:
$$(d_{i_0}-d_i)\,\psi_{n+1}(i)=(V\psi_n)(i)-\sum_{k=0}^{n}E_{k+1}\,\psi_{n-k}(i).\tag{1}$$
At $i=i_0$ the left side vanishes. In the sum, $\psi_{n-k}(i_0)=0$ for $k<n$, and the term $k=n$ is $E_{n+1}\psi_0(i_0)=E_{n+1}$. Hence
$$E_{n+1}=(V\psi_n)(i_0).\tag{2}$$

For uniqueness, suppose two solutions share $\psi_0,\dots,\psi_n$. By (2) they share $E_1,\dots,E_{n+1}$, so the right sides of (1) agree. For $i\ne i_0$ the nonzero factor $d_{i_0}-d_i$ cancels, and at $i_0$ both components are zero, so they share $\psi_{n+1}$.

For existence, define $\psi_{n+1}(i_0)=0$, define $\psi_{n+1}(i)$ for $i\neq i_0$ as the right side of (1) divided by $d_{i_0}-d_i$, and define $E_{n+1}$ by (2). Then (1) holds at $i\ne i_0$ by multiplying back, and at $i_0$ it reads $0=(V\psi_n)(i_0)-E_{n+1}$. Order zero is $H_0e_{i_0}=d_{i_0}e_{i_0}$.

For a degenerate partner $j$, equation (1) at $n=0$, $i=j$ reads $0=V_{ji_0}-E_1\psi_0(j)=V_{ji_0}$, which is false when that element is nonzero.

For scaling, multiply (1) by $c^{n+1}$. Since $(cV)(c^n\psi_n)=c^{n+1}V\psi_n$ and $c^{k+1}c^{n-k}=c^{n+1}$, the sequences $c^nE_n$, $c^n\psi_n$ solve the equations for $cV$, and uniqueness identifies them with any solution.

## The proof in Lean

`order_iff` is the equivalence with (1): `Finset.sum_range_succ'` peels off $k=0$, and `linear_combination -h` rearranges each component in both directions. `sum_ref` peels off the last term $k=n$ with `Finset.sum_range_succ` and shows that the others vanish; `energy_eq` combines the two lemmas at $i_0$ to give (2).

`series_unique` runs strong induction on the states alone. Off the reference index, `mul_left_cancel₀` reduces the goal to the equality multiplied by $d_{i_0}-d_i$, so that (1) can be inserted on both sides. Each $E_{k+1}$ in the sum is rewritten by `energy_eq` as $(V\psi_k)(i_0)$ with $k\le n$, so the induction hypothesis covers it. Equality of the energies follows afterwards.

`rsState` and `rsEnergy` are the recursion, with $E_{k+1}$ written out as $(V\psi_k)(i_0)$ inside `rsState`. Lean's division by zero returns zero, so `rsState` is defined even at a degenerate level, and the existence proof needs `hd` only when `rs_isSeries` multiplies back in `hc`. There `hs` restates the recursion in terms of `rsEnergy`, `hn` gives the normalisation, and the last case split is $i=i_0$ against $i\neq i_0$. `existsUnique_series` joins existence and uniqueness.

`no_series_of_degenerate` evaluates (1) at $n=0$, with `hW` giving $(Ve_{i_0})(j)=V_{ji_0}$ and `hz` giving $\psi_0(j)=0$. The forward direction of `existsUnique_iff_nondegenerate` applies it to the matrix whose entries all equal one. In `series_smul`, `hW` and `hS` are the two power-counting identities, and `hc` states that the rescaled sequences are a solution.

## Small cases, failures and pitfalls

The examples below are worked on paper from (1) and (2) and have no theorem of their own in the file.

With one basis state, `hd` is vacuous, $\psi_n=0$ for $n\ge1$, $E_1=V_{i_0i_0}$ and $E_n=0$ for $n\ge2$. With labels $0,1$, $i_0=0$ and $\Delta=d_0-d_1\ne0$,
$$E_1=V_{00},\quad \psi_1(1)=\frac{V_{10}}{\Delta},\quad E_2=\frac{V_{01}V_{10}}{\Delta},\quad \psi_2(1)=\frac{(V_{11}-V_{00})V_{10}}{\Delta^2},\quad E_3=\frac{V_{01}(V_{11}-V_{00})V_{10}}{\Delta^2}.$$
The $-V_{00}$ comes from the sum in (1); forgetting that sum leaves $E_2$ right and first spoils $\psi_2$ and $E_3$.

Without `hd`, take $d_0=d_1=0$. For $V_{01}=V_{10}=1$ and zero diagonal, first order demands $0=1$ and existence fails. The failure belongs to the fixed start $\psi_0=e_0$: from $\psi_0=e_0+e_1$, which this $V$ maps to itself, the order equations are solved by $E_1=1$ with all other $E_n$ and all $\psi_n$, $n\ge1$, equal to zero. For $V=0$, all $E_n$ vanish and every $\psi_n(1)$ with $n\ge1$ is free, so uniqueness fails. Without `normalized`, take $V=0$ and $\Delta\neq0$: $\psi_1$ may be any multiple of $e_0$.

The index order in `V j i0` matters because $V$ need not be Hermitian. With $d_0=d_1=0$ and $V_{01}=1$ the only nonzero element, $Ve_0=0$, and $\psi_n=0$, $E_n=0$ for $n\ge1$ is a solution.

Intermediate normalisation does not in general give a unit vector; it does when all $\psi_n$ with $n\ge1$ vanish, as with one basis state. For real $\lambda$, $\|\psi(\lambda)\|^2=1+\lambda^2\|\psi_1\|^2+O(\lambda^3)$ as a formal series, so the unit vector $\psi(\lambda)/\|\psi(\lambda)\|$ has coefficients $e_{i_0}$, $\psi_1$ and $\psi_2-\tfrac12\|\psi_1\|^2e_{i_0}$ through second order. The energies are unchanged.

In a program, one step of the recursion forms $w=V\psi_n$, reads off $E_{n+1}=w(i_0)$, subtracts $\sum_{k=0}^nE_{k+1}\psi_{n-k}$ from $w$, divides componentwise by $d_{i_0}-d_i$ while skipping $i_0$, and sets that component to zero. Each order costs one matrix–vector product, and the earlier $\psi_k$ are kept for the subtraction.
